# The SPL adiabatic-connection model for $W_\infty < W_0$ and negative initial slope: closed-form energy and bounds on the correlation energy

Three real numbers define the Seidl–Perdew–Levy (SPL) model, the weak-coupling value $W_0$, the strong-coupling value $W_\infty$ and the initial slope $D$, and from them come the parameter $X = D/(W_\infty - W_0)$ and the integrand $W(\lambda) = W_\infty + (W_0 - W_\infty)/\sqrt{1 + 2X\lambda}$ at coupling strength $\lambda$. The exchange-correlation energy of the model is $E_{xc} = \int_0^1 W(\lambda)\,d\lambda$, its correlation energy is $E_c = E_{xc} - W_0$, and the standing assumptions are $W_\infty < W_0$ and $D < 0$.

```lean
import Mathlib

open Filter Topology

namespace SPLAdiabaticConnection

noncomputable section

/-- The SPL parameter `X = D / (Winf - W0)`, built from the weak-coupling value `W0`,
the strong-coupling value `Winf` and the initial slope `D`. -/
def splX (W0 Winf D : ℝ) : ℝ := D / (Winf - W0)

/-- The SPL adiabatic-connection integrand at coupling strength `l`. -/
def splW (W0 Winf D l : ℝ) : ℝ :=
  Winf + (W0 - Winf) / √(1 + 2 * splX W0 Winf D * l)

/-- The SPL exchange-correlation energy: the integrand integrated over couplings `0` to `1`. -/
def splExc (W0 Winf D : ℝ) : ℝ := ∫ l in (0 : ℝ)..1, splW W0 Winf D l

/-- The SPL correlation energy: the exchange-correlation energy minus `W0`. -/
def splEc (W0 Winf D : ℝ) : ℝ := splExc W0 Winf D - W0

variable {W0 Winf D : ℝ}

/-- For `Winf < W0` and negative initial slope the SPL parameter `X` is positive. -/
theorem splX_pos (hW : Winf < W0) (hD : D < 0) : 0 < splX W0 Winf D :=
  div_pos_of_neg_of_neg hD (by linarith)

/-- For `Winf < W0`, wherever `1 + 2 X l` is positive, the SPL integrand has slope `D / √(1 + 2 X l)
^ 3`. -/
theorem splW_hasDerivAt (hW : Winf < W0) {l : ℝ} (hu : 0 < 1 + 2 * splX W0 Winf D * l) :
    HasDerivAt (splW W0 Winf D) (D / √(1 + 2 * splX W0 Winf D * l) ^ 3) l := by
  have hne : Winf - W0 ≠ 0 := by linarith [hW] |> fun (h : Winf - W0 < 0) => h.ne
  have hXD : splX W0 Winf D * (Winf - W0) = D := div_mul_cancel₀ D hne
  have hs : √(1 + 2 * splX W0 Winf D * l) ≠ 0 := (Real.sqrt_pos.mpr hu).ne'
  have h1 : HasDerivAt (fun x : ℝ => 1 + 2 * splX W0 Winf D * x) (2 * splX W0 Winf D * 1) l :=
    ((hasDerivAt_id' l).const_mul (2 * splX W0 Winf D)).const_add 1
  -- chain rule through the square root and the quotient
  have h3 : HasDerivAt (splW W0 Winf D)
      ((0 * √(1 + 2 * splX W0 Winf D * l) - (W0 - Winf) *
        (2 * splX W0 Winf D * 1 / (2 * √(1 + 2 * splX W0 Winf D * l)))) /
          √(1 + 2 * splX W0 Winf D * l) ^ 2) l :=
    ((hasDerivAt_const l (W0 - Winf)).fun_div (h1.sqrt hu.ne') hs).const_add Winf
  have key : ∀ s X : ℝ, s ≠ 0 →
      (0 * s - (W0 - Winf) * (2 * X * 1 / (2 * s))) / s ^ 2 = X * (Winf - W0) / s ^ 3 := by
    intro s X h
    field_simp
    ring
  refine h3.congr_deriv ?_
  rw [key _ _ hs, hXD]

/-- For `Winf < W0` and `D < 0` the SPL integrand decreases strictly with the coupling strength on
`l ≥ 0`. -/
theorem splW_strictAntiOn (hW : Winf < W0) (hD : D < 0) :
    StrictAntiOn (splW W0 Winf D) (Set.Ici 0) := by
  intro a ha b _ hab
  have hX := splX_pos hW hD
  have ha0 : 0 ≤ a := ha
  have hu : 0 < 1 + 2 * splX W0 Winf D * a := by positivity
  have hlt : 1 + 2 * splX W0 Winf D * a < 1 + 2 * splX W0 Winf D * b := by
    nlinarith [mul_pos hX (sub_pos.mpr hab)]
  have h := div_lt_div_of_pos_left (sub_pos.mpr hW) (Real.sqrt_pos.mpr hu)
    (Real.sqrt_lt_sqrt hu.le hlt)
  unfold splW
  linarith

/-- For `Winf < W0` and `D < 0` the SPL integrand tends to `Winf` as the coupling strength goes to
infinity. -/
theorem splW_tendsto (hW : Winf < W0) (hD : D < 0) :
    Tendsto (splW W0 Winf D) atTop (𝓝 Winf) := by
  have hX : 0 < 2 * splX W0 Winf D := by linarith [splX_pos hW hD]
  have h1 : Tendsto (fun l : ℝ => 1 + 2 * splX W0 Winf D * l) atTop atTop :=
    tendsto_atTop_add_const_left _ 1 (tendsto_id.const_mul_atTop hX)
  have h2 : Tendsto (fun l : ℝ => (W0 - Winf) / √(1 + 2 * splX W0 Winf D * l)) atTop (𝓝 0) :=
    tendsto_const_nhds.div_atTop (Real.tendsto_sqrt_atTop.comp h1)
  have h3 := h2.const_add Winf
  rw [add_zero] at h3
  exact h3

/-- For `Winf < W0` and `D < 0`, the integral of the SPL integrand from coupling `0` to any coupling
`L ≥ 0` is `Winf L + (W0 - Winf) (√(1 + 2 X L) - 1) / X`. -/
theorem splW_integral (hW : Winf < W0) (hD : D < 0) {L : ℝ} (hL : 0 ≤ L) :
    ∫ l in (0 : ℝ)..L, splW W0 Winf D l =
      Winf * L + (W0 - Winf) * (√(1 + 2 * splX W0 Winf D * L) - 1) / splX W0 Winf D := by
  have hX := splX_pos hW hD
  have hpos : ∀ l ∈ Set.uIcc (0 : ℝ) L, 0 < 1 + 2 * splX W0 Winf D * l := by
    intro l hl
    rw [Set.uIcc_of_le hL] at hl
    have h0 := hl.1
    positivity
  have key : ∀ s X : ℝ, s ≠ 0 → X ≠ 0 →
      Winf * 1 + (W0 - Winf) * (2 * X * 1 / (2 * s)) / X = Winf + (W0 - Winf) / s := by
    intro s X h h'
    field_simp
  -- explicit antiderivative
  have hF : ∀ l ∈ Set.uIcc (0 : ℝ) L, HasDerivAt
      (fun x : ℝ => Winf * x + (W0 - Winf) * √(1 + 2 * splX W0 Winf D * x) / splX W0 Winf D)
      (splW W0 Winf D l) l := by
    intro l hl
    have hu := hpos l hl
    have h1 : HasDerivAt (fun x : ℝ => 1 + 2 * splX W0 Winf D * x)
        (2 * splX W0 Winf D * 1) l :=
      ((hasDerivAt_id' l).const_mul (2 * splX W0 Winf D)).const_add 1
    have h2 := ((hasDerivAt_id' l).const_mul Winf).fun_add
      (((h1.sqrt hu.ne').const_mul (W0 - Winf)).div_const (splX W0 Winf D))
    exact h2.congr_deriv (key _ _ (Real.sqrt_pos.mpr hu).ne' hX.ne')
  -- the integrand is continuous on the interval, hence integrable
  have hc : ContinuousOn (splW W0 Winf D) (Set.uIcc (0 : ℝ) L) := fun l hl =>
    (splW_hasDerivAt hW (hpos l hl)).continuousAt.continuousWithinAt
  rw [intervalIntegral.integral_eq_sub_of_hasDerivAt hF hc.intervalIntegrable]
  simp only [mul_zero, add_zero, zero_add, Real.sqrt_one]
  ring

/-- For `Winf < W0` and `D < 0`, with `s = √(1 + 2 X)`, the SPL correlation energy is `(Winf - W0)
(s - 1) / (s + 1)`. -/
theorem splEc_eq (hW : Winf < W0) (hD : D < 0) :
    splEc W0 Winf D = (Winf - W0) * (√(1 + 2 * splX W0 Winf D) - 1) /
      (√(1 + 2 * splX W0 Winf D) + 1) := by
  have hX := splX_pos hW hD
  have hs : √(1 + 2 * splX W0 Winf D) ^ 2 = 1 + 2 * splX W0 Winf D :=
    Real.sq_sqrt (by positivity)
  have hp : √(1 + 2 * splX W0 Winf D) + 1 ≠ 0 := by positivity
  unfold splEc splExc
  rw [splW_integral hW hD zero_le_one, mul_one, mul_one]
  generalize √(1 + 2 * splX W0 Winf D) = s at hs hp ⊢
  -- rationalise: (s - 1) / X = 2 / (s + 1)
  have h : (s - 1) / splX W0 Winf D = 2 / (s + 1) := by
    rw [div_eq_div_iff hX.ne' hp]
    linear_combination hs
  rw [mul_div_assoc, h]
  field_simp
  ring

/-- For `Winf < W0` and `D < 0` the SPL correlation energy is negative and lies strictly above both
`D / 2` and `Winf - W0`. -/
theorem splEc_bounds (hW : Winf < W0) (hD : D < 0) :
    D / 2 < splEc W0 Winf D ∧ Winf - W0 < splEc W0 Winf D ∧ splEc W0 Winf D < 0 := by
  have hX := splX_pos hW hD
  have hA : 0 < W0 - Winf := sub_pos.mpr hW
  have hneg : Winf - W0 < 0 := by linarith
  have hXD : splX W0 Winf D * (Winf - W0) = D := div_mul_cancel₀ D hneg.ne
  have hs : √(1 + 2 * splX W0 Winf D) ^ 2 = 1 + 2 * splX W0 Winf D :=
    Real.sq_sqrt (by positivity)
  have hs0 : 0 ≤ √(1 + 2 * splX W0 Winf D) := Real.sqrt_nonneg _
  rw [splEc_eq hW hD]
  generalize √(1 + 2 * splX W0 Winf D) = s at hs hs0 ⊢
  have h1 : 0 < s - 1 := by
    by_contra h
    have h' : s ≤ 1 := by linarith [not_lt.mp h]
    nlinarith [mul_nonneg hs0 (sub_nonneg.mpr h')]
  have hp : 0 < s + 1 := by linarith
  refine ⟨?_, ?_, ?_⟩
  · -- express D through s; the gap is (W0 - Winf) (s - 1)² (s + 3) / 4
    have hDs : D = (Winf - W0) * (s ^ 2 - 1) / 2 := by
      linear_combination (-1) * hXD - (Winf - W0) / 2 * hs
    have gap : (Winf - W0) * (s - 1) - D / 2 * (s + 1)
        = (W0 - Winf) * (s - 1) ^ 2 * (s + 3) / 4 := by
      linear_combination (-(s + 1) / 2) * hDs
    have hg : 0 < (W0 - Winf) * (s - 1) ^ 2 * (s + 3) / 4 := by positivity
    rw [lt_div_iff₀ hp]
    linarith
  · rw [lt_div_iff₀ hp]
    nlinarith
  · exact div_neg_of_neg_of_pos (mul_neg_of_neg_of_pos hneg h1) hp

/-- For `Winf < W0` and `D < 0` the SPL model has value `W0` and slope `D` at zero coupling,
exchange-correlation energy `Winf + (W0 - Winf) (√(1 + 2 X) - 1) / X`, and correlation energy above
both `D / 2` and `Winf - W0`. -/
theorem spl_main (hW : Winf < W0) (hD : D < 0) :
    splW W0 Winf D 0 = W0 ∧ HasDerivAt (splW W0 Winf D) D 0 ∧
    splExc W0 Winf D =
      Winf + (W0 - Winf) * (√(1 + 2 * splX W0 Winf D) - 1) / splX W0 Winf D ∧
    max (D / 2) (Winf - W0) < splEc W0 Winf D := by
  refine ⟨?_, ?_, ?_, ?_⟩
  · simp [splW]
  · have h := splW_hasDerivAt (D := D) hW (l := 0) (by simp)
    exact h.congr_deriv (by simp)
  · unfold splExc
    rw [splW_integral hW hD zero_le_one, mul_one, mul_one]
  · exact max_lt (splEc_bounds hW hD).1 (splEc_bounds hW hD).2.1

end

end SPLAdiabaticConnection
```

```lean
#print axioms SPLAdiabaticConnection.splW_strictAntiOn
-- 'SPLAdiabaticConnection.splW_strictAntiOn' depends on axioms: [propext, Classical.choice, Quot.sound]
#print axioms SPLAdiabaticConnection.splW_tendsto
-- 'SPLAdiabaticConnection.splW_tendsto' depends on axioms: [propext, Classical.choice, Quot.sound]
#print axioms SPLAdiabaticConnection.splEc_bounds
-- 'SPLAdiabaticConnection.splEc_bounds' depends on axioms: [propext, Classical.choice, Quot.sound]
#print axioms SPLAdiabaticConnection.spl_main
-- 'SPLAdiabaticConnection.spl_main' depends on axioms: [propext, Classical.choice, Quot.sound]
```

## The integrand, the energy and the two lower bounds

The variables `W0`, `Winf` and `D` are $W_0$, $W_\infty$ and $D$, and `l` is $\lambda$. The definitions `splX`, `splW`, `splExc` and `splEc` are $X$, $W(\lambda)$, $E_{xc}$ and $E_c$, and `hW` and `hD` are the two assumptions. All energies are real numbers in one common unit, which is left open, while $\lambda$ and $X$ are dimensionless.

The theorem `spl_main` makes four statements for every such triple:

$$W(0) = W_0, \qquad W'(0) = D,$$

$$E_{xc} = W_\infty + (W_0 - W_\infty)\,\frac{\sqrt{1+2X} - 1}{X}, \qquad \max\!\left(\tfrac{D}{2},\, W_\infty - W_0\right) < E_c .$$

The slope is expressed by `HasDerivAt (splW W0 Winf D) D 0`, which says that $W$ is differentiable at $\lambda = 0$, from both sides, and that the derivative is $D$. Lean's square root of a negative number and its quotient by zero are both $0$, so `splW` has a value at every real $\lambda$, but all the theorems concern couplings with $1 + 2X\lambda > 0$, an open set that contains $\lambda = 0$.

The other theorems add to this. `splW_hasDerivAt` gives $W'(\lambda) = D/(1+2X\lambda)^{3/2}$ wherever the radicand is positive, and it assumes $W_\infty < W_0$ but no sign of $D$. `splW_strictAntiOn` says that $W$ decreases strictly on `Set.Ici 0`, the half-line $\lambda \ge 0$, and `splW_tendsto` says that $W(\lambda) \to W_\infty$ as $\lambda \to +\infty$. `splW_integral` evaluates the integral up to any upper limit $L \ge 0$, the case $L = 0$ included. `splEc_eq` is a closed form of $E_c$, and `splEc_bounds` contains, besides the two lower bounds, the inequality $E_c < 0$, which `spl_main` does not repeat.

## Where the three inputs come from in density-functional theory

In the adiabatic connection the electron repulsion $\hat V_{ee}$ is scaled by $\lambda$ in the Hamiltonian $\hat H_\lambda = \hat T + \lambda \hat V_{ee} + \hat V_\lambda$, where $\hat T$ is the kinetic energy and the one-body potential $\hat V_\lambda$ is adjusted so that the ground state $\Psi_\lambda$ has the physical density at every $\lambda$. With $U$ the Hartree energy of that density, the exact integrand is $\langle \Psi_\lambda | \hat V_{ee} | \Psi_\lambda \rangle - U$, and its integral from $0$ to $1$ is the exchange-correlation energy. When the Kohn–Sham ground state is a non-degenerate determinant, the value at $\lambda = 0$ is the exact exchange energy and the slope there is twice the second-order (Görling–Levy) correlation energy. These are the roles of $W_0$ and $D$, so $D/2$ stands for the second-order correlation energy. The number $W_\infty$ stands for the limit of the exact integrand as $\lambda \to \infty$ at fixed density.

The assumption $D < 0$ reflects that a second-order correction to a non-degenerate ground state never raises the energy. The strict sign leaves out the case in which the correction vanishes, as for a single electron, where $\hat V_{ee} = 0$, the exact integrand is the constant $-U$, and so $D = 0$ and $W_\infty = W_0$. The assumption $W_\infty < W_0$ reflects that electrons which repel each other more strongly arrange themselves, at fixed density, so as to lower the expectation value of $\hat V_{ee}$. Both are hypotheses on three free numbers in the file. No Hamiltonian, wave function or density appears, the inverse-square-root shape of $W(\lambda)$ is postulated, and no theorem says how close the model is to the exact integrand or how the inputs are computed for a molecule or a solid.

Both bounds have a graphical reading. The tangent line $W_0 + D\lambda$, integrated over $[0,1]$, gives the correlation energy $D/2$, and the horizontal asymptote $W_\infty$ gives $W_\infty - W_0$. For electronic-structure work the consequence is that, within this three-parameter interpolation, the correlation energy is always smaller in magnitude than the second-order value and stays above $W_\infty - W_0$ however negative $D$ is, which matters for small-gap systems, where second-order energies can become very large.

## Slope, monotonic decrease and the strong-coupling limit

Write $A = W_0 - W_\infty > 0$ and $u(\lambda) = 1 + 2X\lambda$, so that $W = W_\infty + A\,u^{-1/2}$. The parameter $X = D/(-A)$ is a quotient of two negative numbers and therefore positive, which is `splX_pos`. It follows that $u(\lambda) \ge 1$ for $\lambda \ge 0$. Clearing the denominator in the definition of $X$ gives $D = X\,(W_\infty - W_0) = -AX$, the relation called `hXD` in two of the proofs.

At $\lambda = 0$ one has $u = 1$ and $W(0) = W_\infty + A = W_0$. Where $u > 0$, the chain rule with $u' = 2X$ gives

$$W'(\lambda) = A\left(-\tfrac12\right) u^{-3/2}\cdot 2X = -AX\,u^{-3/2} = \frac{D}{(1+2X\lambda)^{3/2}},$$

and $W'(0) = D$. The factor $2$ in the radicand cancels the $\tfrac12$ of the power rule, and this makes the initial slope equal to $D$.

In `splW_hasDerivAt` the same computation goes through the quotient rule. The step `h1` is $u' = 2X$, `h1.sqrt hu.ne'` is $(\sqrt u)' = 2X/(2\sqrt u)$, and `h3` differentiates the constant $A$ divided by $\sqrt u$ and adds the constant $W_\infty$. The derivative arrives in the raw form $\left[0\cdot\sqrt u - A\cdot 2X/(2\sqrt u)\right]/(\sqrt u)^2$. The identity `key` reduces it to $X(W_\infty - W_0)/(\sqrt u)^3$, and `hXD` turns the numerator into $D$.

Strict decrease needs no derivative. For $0 \le a < b$ one has $0 < u(a) < u(b)$, because $u(b) - u(a) = 2X(b - a) > 0$. The square root preserves this order, and dividing the positive number $A$ by the larger root gives the smaller quotient, so $W(b) < W(a)$. In `splW_strictAntiOn` these steps are `hlt`, `Real.sqrt_lt_sqrt` and `div_lt_div_of_pos_left`. For the limit, $u \to \infty$ because $2X > 0$, hence $\sqrt u \to \infty$ and $A/\sqrt u \to 0$. These are `h1` and `h2` of `splW_tendsto`, and `h3` adds $W_\infty$.

## The coupling-constant integral

The function

$$F(\lambda) = W_\infty \lambda + \frac{A\sqrt{1+2X\lambda}}{X}$$

has derivative $W_\infty + \dfrac{A}{X}\cdot\dfrac{2X}{2\sqrt u} = W_\infty + \dfrac{A}{\sqrt u} = W(\lambda)$. On $[0, L]$ with $L \ge 0$ the radicand is positive, so $W$ is differentiable there, hence continuous and integrable. With $F(0) = A/X$ the fundamental theorem of calculus gives

$$\int_0^L W(\lambda)\,d\lambda = F(L) - F(0) = W_\infty L + A\,\frac{\sqrt{1+2XL} - 1}{X},$$

and $L = 1$ is the formula for $E_{xc}$.

In `splW_integral`, `hpos` is the positivity of $u$ on `Set.uIcc (0 : ℝ) L`, which for $L \ge 0$ is the closed interval $[0, L]$. The step `hF` is $F' = W$ at each of its points, with the local identity `key` cancelling $2X$, and `hc` draws continuity from `splW_hasDerivAt`. The lemma `intervalIntegral.integral_eq_sub_of_hasDerivAt` is the fundamental theorem and takes exactly these two inputs, the antiderivative and the integrability. What remains is $\sqrt 1 = 1$ and a rearrangement.

## The correlation energy in terms of $s = \sqrt{1+2X}$

Set $s = \sqrt{1+2X}$, so that $s^2 - 1 = 2X$. Then $(s-1)(s+1) = 2X$, that is $(s-1)/X = 2/(s+1)$, and

$$E_c = W_\infty - W_0 + \frac{2A}{s+1} = -A\,\frac{(s+1) - 2}{s+1} = (W_\infty - W_0)\,\frac{s-1}{s+1}.$$

This is `splEc_eq`. Its proof inserts the integral at $L = 1$ and then uses `generalize` to replace the square root by a variable `s`, of which only $s^2 = 1 + 2X$ and $s + 1 \ne 0$ are kept. The rationalisation is `h`: after cross-multiplication the claim $(s-1)(s+1) = 2X$ is `hs` rearranged, which `linear_combination hs` confirms.

Because $X > 0$ one has $s > 1$. Indeed $0 \le s \le 1$ would give $s^2 \le s \le 1$, against $s^2 = 1 + 2X > 1$, and `h1` in `splEc_bounds` argues in this way, with the product $s(1-s) \ge 0$ as the hint to `nlinarith`. Two of the three inequalities follow at once. The energy $E_c = -A(s-1)/(s+1)$ is a negative number divided by a positive one, so $E_c < 0$. The first form above shows $E_c - (W_\infty - W_0) = 2A/(s+1) > 0$. Lean multiplies this inequality by $s+1$ through `lt_div_iff₀` and is left with $-A(s+1) < -A(s-1)$, whose two sides differ by $2A$.

For the second-order bound, express the slope through $s$ as $D = -AX = -A(s^2-1)/2$, which is `hDs`. Then

$$\left(E_c - \tfrac D2\right)(s+1) = -A(s-1) + \tfrac A4 (s-1)(s+1)^2 = \tfrac A4 (s-1)\left[(s+1)^2 - 4\right].$$

The bracket is a difference of squares, $(s+1)^2 - 4 = (s-1)(s+3)$, so

$$\left(E_c - \tfrac D2\right)(s+1) = \tfrac A4\,(s-1)^2(s+3) > 0 .$$

Division by $s + 1 > 0$ gives $E_c > D/2$. The polynomial identity is `gap`, its positivity is `hg`, where $s > 1$ makes the square nonzero, and `linarith` combines the two.

The theorem `spl_main` collects the results. The value at zero is a simplification of the definition, the slope is `splW_hasDerivAt` at $\lambda = 0$, where the radicand equals $1$, the energy is `splW_integral` at $L = 1$, and `max_lt` joins the first two parts of `splEc_bounds`.

## Inputs with the wrong ordering or a vanishing slope

The following examples are plain arithmetic set beside the file, not theorems in it, and their inputs are chosen for easy computation and are not those of any physical system. Keep $D < 0$ but reverse the ordering: $W_0 = 0$, $W_\infty = 1$, $D = -3/8$. Then $X = -3/8$ and $W(\lambda) = 1 - (1 - 3\lambda/4)^{-1/2}$, whose radicand is at least $1/4$ on $[0,1]$. The value $0$ and the slope $-3/8$ at the origin are still correct. The integral of $(1 - 3\lambda/4)^{-1/2}$ over $[0,1]$ is $4/3$, so $E_c = -1/3$. This lies below $D/2 = -3/16$ and below $W_\infty - W_0 = 1$, so both lower bounds fail. The curve also diverges at $\lambda = 4/3$, where the radicand vanishes.

Now keep the ordering and weaken $D < 0$ to $D \le 0$, with $W_0 = 0$, $W_\infty = -1$, $D = 0$. Then $X = 0$ and $W(\lambda) = -1 + 1 = 0$ at every coupling. The integrand is constant, so it neither decreases strictly nor tends to $W_\infty$, and $E_c = 0 = D/2$ violates the strict inequalities $D/2 < E_c$ and $E_c < 0$.
